# The ring-CCD equation for n stable, uncoupled modes with nonzero b_i and distinct energies has exactly 2^n real solutions, all diagonal

In the random-phase approximation (RPA), the correlated ground state of a molecule contains pairs of particle-hole excitations that are created together. Ring coupled-cluster doubles (ring CCD) describes these pairs by a matrix of amplitudes T, which solves a quadratic equation. Such an equation can have more than one solution, and only one of them belongs to the RPA ground state. How many others are there, and what do they look like?

## One sign per mode

Let A be the matrix that couples excitations to excitations, and B the matrix that couples excitations to de-excitations. The amplitude equation is

B + AT + TA + TBT = 0.

Take n modes that do not couple to each other, so that A = diag(a_i) and B = diag(b_i). Assume 0 < |b_i| < a_i for each mode, and let the n values a_i² − b_i² be pairwise distinct. Then every real solution T is diagonal, and there are exactly 2^n of them. With the excitation energy

w_i = √(a_i² − b_i²),

the diagonal elements are

t_i = (−a_i + σ_i w_i)/b_i, with σ_i = +1 or −1,

and the signs can be chosen independently.

The condition |b_i| < a_i says that the mode is stable: its excitation energy is real and positive. The condition b_i ≠ 0 keeps the equation of each mode quadratic. Distinct values of a_i² − b_i² mean that no two modes have the same excitation energy.

## A converged residual leaves the signs open

A code that solves the amplitude equation by iteration usually stops when the residual is small. In this model of uncoupled modes, a vanishing residual only says that T is one of the 2^n solutions. The ground-state solution has all σ_i = +1.

The signs can be read from the effective matrix A + BT, which on a solution is diag(σ_i w_i). A negative diagonal element marks a mode on the wrong branch. The error matters for total energies: in direct RPA the correlation energy is

½ tr(BT) = ½ Σ_i (σ_i w_i − a_i),

so one wrong sign lowers it by a full excitation energy w_i.

## From one matrix equation to n scalar ones

Write R = B + AT + TA + TBT for the residual and M = A + BT for the effective matrix. Diagonal matrices commute, so AB = BA. Expanding the square of M gives

M² = A² + ABT + BTA + BTBT.

Multiplying R = 0 by B from the left gives

B² + BAT + BTA + BTBT = 0.

Since ABT = BAT, the last three terms of M² add up to −B², and therefore

M² = A² − B².

Next, the residual can be written as R = B + AT + TM. Both AR and RM vanish, so their difference does too:

0 = AR − RM = AB + A²T + ATM − BM − ATM − TM².

The terms ATM cancel. With BM = BA + B²T and AB = BA, this becomes

(A² − B²)T = TM² = T(A² − B²).

So T commutes with the diagonal matrix A² − B². The element (i, j) of this statement is

(a_i² − b_i²) T_ij = T_ij (a_j² − b_j²).

For i ≠ j the two values in brackets differ, hence T_ij = 0, and T is diagonal.

What remains is one equation for each diagonal element t_i:

b_i + 2a_i t_i + b_i t_i² = 0.

Multiply by b_i and complete the square:

(a_i + b_i t_i)² = a_i² − b_i² = w_i².

Hence a_i + b_i t_i = ±w_i, which gives the two amplitudes stated above. They differ because w_i > 0 and b_i ≠ 0. Conversely, any choice of signs solves all n equations, so there are 2^n solutions.

## Residual, branches and count in Lean

```lean
import Mathlib

namespace RingCCDDiagonal

noncomputable section

variable {n : Type*} [Fintype n] [DecidableEq n]

/-- The residual `B + AT + TA + TBT` of the ring-CCD amplitude equation. -/
def residual (A B T : Matrix n n ℝ) : Matrix n n ℝ :=
  B + A * T + T * A + T * B * T

/-- The excitation energy `√(a² - b²)` of a single mode, for `|b| ≤ a`. -/
def energy (a b : ℝ) : ℝ := √(a ^ 2 - b ^ 2)

/-- The sign `+1` or `-1` that labels the two branches of a mode. -/
def branchSign (s : Bool) : ℝ := if s then 1 else -1

/-- The amplitude `(-a ± √(a² - b²)) / b` of a single mode on the chosen branch,
for `b ≠ 0` and `|b| ≤ a`. -/
def amplitude (a b : ℝ) (s : Bool) : ℝ := (-a + branchSign s * energy a b) / b

/-- For `|b| < a` the excitation energy of a mode is positive and its square is `a² - b²`. -/
theorem energy_pos_and_sq {a b : ℝ} (hab : |b| < a) :
    0 < energy a b ∧ energy a b ^ 2 = a ^ 2 - b ^ 2 := by
  have h : 0 < a ^ 2 - b ^ 2 :=
    sub_pos.mpr (sq_lt_sq' (abs_lt.mp hab).1 (abs_lt.mp hab).2)
  exact ⟨Real.sqrt_pos.mpr h, Real.sq_sqrt h.le⟩

/-- If `A` and `B` commute and `T` solves the ring-CCD equation, the effective matrix
`A + BT` squares to `A² - B²`, and `T` commutes with `A² - B²`. -/
theorem effective_sq_and_commute {A B T : Matrix n n ℝ} (hAB : A * B = B * A)
    (h : residual A B T = 0) :
    (A + B * T) * (A + B * T) = A * A - B * B ∧
      (A * A - B * B) * T = T * (A * A - B * B) := by
  unfold residual at h
  have hsq : (A + B * T) * (A + B * T) = A * A - B * B := by
    linear_combination (norm := noncomm_ring) B * h + hAB * T
  refine ⟨hsq, ?_⟩
  -- move the effective matrix through `T` with the amplitude equation, twice
  linear_combination (norm := noncomm_ring) T * hsq - h * (A + B * T) + A * h - hAB

/-- For diagonal `A` and `B` with pairwise distinct `a_i² - b_i²`, every real solution of
the ring-CCD equation is diagonal. -/
theorem solution_isDiag {a b : n → ℝ}
    (hd : Function.Injective fun i => a i ^ 2 - b i ^ 2) {T : Matrix n n ℝ}
    (h : residual (Matrix.diagonal a) (Matrix.diagonal b) T = 0) : T.IsDiag := by
  have hAB : Matrix.diagonal a * Matrix.diagonal b
      = Matrix.diagonal b * Matrix.diagonal a := by
    simp only [Matrix.diagonal_mul_diagonal, mul_comm]
  have hc := (effective_sq_and_commute hAB h).2
  intro i j hij
  by_contra hT
  -- a non-zero element `T i j` would force two of the distinct values to coincide
  have e := congrFun (congrFun hc i) j
  simp only [Matrix.diagonal_mul_diagonal, Matrix.diagonal_sub, Matrix.diagonal_mul,
    Matrix.mul_diagonal] at e
  apply hij
  apply hd
  change a i ^ 2 - b i ^ 2 = a j ^ 2 - b j ^ 2
  apply mul_right_cancel₀ hT
  linear_combination e

/-- For `b ≠ 0`, the effective energy `a + bt` of a mode on either branch is plus or minus
`energy a b`, which is its excitation energy if `|b| ≤ a`. -/
theorem effective_energy {a b : ℝ} (hb : b ≠ 0) (s : Bool) :
    a + b * amplitude a b s = branchSign s * energy a b := by
  unfold amplitude
  rw [mul_div_cancel₀ _ hb]
  ring

/-- For `b ≠ 0` and `|b| < a`, the real solutions of the single-mode ring-CCD equation are
exactly the amplitudes of the two branches. -/
theorem single_mode_iff {a b : ℝ} (hb : b ≠ 0) (hab : |b| < a) (t : ℝ) :
    b + a * t + t * a + t * b * t = 0 ↔ ∃ s, t = amplitude a b s := by
  have hw := (energy_pos_and_sq hab).2
  constructor
  · intro h
    have hf : (b * t + a - energy a b) * (b * t + a + energy a b) = 0 := by
      linear_combination b * h - hw
    rcases mul_eq_zero.mp hf with h1 | h1
    · refine ⟨true, mul_left_cancel₀ hb ?_⟩
      have e := effective_energy (a := a) hb true
      simp only [branchSign, if_true] at e
      linear_combination h1 - e
    · refine ⟨false, mul_left_cancel₀ hb ?_⟩
      have e := effective_energy (a := a) hb false
      simp only [branchSign, Bool.false_eq_true, if_false] at e
      linear_combination h1 - e
  · rintro ⟨s, rfl⟩
    have e := effective_energy (a := a) hb s
    have hs : branchSign s ^ 2 = 1 := by cases s <;> norm_num [branchSign]
    apply mul_left_cancel₀ hb
    linear_combination (a + b * amplitude a b s + branchSign s * energy a b) * e
      + energy a b ^ 2 * hs + hw

/-- For `0 < |b_i| < a_i` and pairwise distinct `a_i² - b_i²`, the real solutions of the
ring-CCD equation are exactly the diagonal matrices with one branch chosen for each mode. -/
theorem solution_iff {a b : n → ℝ} (hb : ∀ i, 0 < |b i|) (hab : ∀ i, |b i| < a i)
    (hd : Function.Injective fun i => a i ^ 2 - b i ^ 2) (T : Matrix n n ℝ) :
    residual (Matrix.diagonal a) (Matrix.diagonal b) T = 0 ↔
      ∃ s : n → Bool, T = Matrix.diagonal fun i => amplitude (a i) (b i) (s i) := by
  have hres : ∀ t : n → ℝ,
      residual (Matrix.diagonal a) (Matrix.diagonal b) (Matrix.diagonal t)
        = Matrix.diagonal fun i => b i + a i * t i + t i * a i + t i * b i * t i := by
    intro t
    simp only [residual, Matrix.diagonal_mul_diagonal, Matrix.diagonal_add]
  constructor
  · intro h
    have hT : Matrix.diagonal T.diag = T := (solution_isDiag hd h).diagonal_diag
    rw [← hT, hres] at h
    -- each diagonal element solves its own quadratic equation
    have hi : ∀ i, ∃ s, T.diag i = amplitude (a i) (b i) s := by
      intro i
      have e := congrFun (congrFun h i) i
      rw [Matrix.diagonal_apply_eq] at e
      exact (single_mode_iff (abs_pos.mp (hb i)) (hab i) _).mp e
    choose s hs using hi
    exact ⟨s, hT.symm.trans (congrArg Matrix.diagonal (funext hs))⟩
  · rintro ⟨s, rfl⟩
    rw [hres]
    have hz := fun i => (single_mode_iff (abs_pos.mp (hb i)) (hab i) _).mpr ⟨s i, rfl⟩
    simp only [hz, Matrix.diagonal_zero]

/-- For `A = diag(a_i)`, `B = diag(b_i)` with `0 < |b_i| < a_i` and pairwise distinct
`a_i² - b_i²`, every real solution of `B + AT + TA + TBT = 0` is diagonal, and there are
exactly `2^n` solutions. -/
theorem diagonal_and_count {a b : n → ℝ} (hb : ∀ i, 0 < |b i|) (hab : ∀ i, |b i| < a i)
    (hd : Function.Injective fun i => a i ^ 2 - b i ^ 2) :
    (∀ T, residual (Matrix.diagonal a) (Matrix.diagonal b) T = 0 → T.IsDiag) ∧
      {T | residual (Matrix.diagonal a) (Matrix.diagonal b) T = 0}.ncard
        = 2 ^ Fintype.card n := by
  refine ⟨fun T h => solution_isDiag hd h, ?_⟩
  let f : (n → Bool) → Matrix n n ℝ :=
    fun s => Matrix.diagonal fun i => amplitude (a i) (b i) (s i)
  have hset : {T | residual (Matrix.diagonal a) (Matrix.diagonal b) T = 0}
      = f '' Set.univ := by
    ext T
    rw [Set.mem_ofPred_eq, solution_iff hb hab hd]
    constructor
    · rintro ⟨s, hs⟩
      exact ⟨s, Set.mem_univ s, hs.symm⟩
    · rintro ⟨s, -, hs⟩
      exact ⟨s, hs.symm⟩
  -- different branch choices give different effective energies, hence different amplitudes
  have hf : Function.Injective f := by
    intro s r h
    funext i
    have hi : amplitude (a i) (b i) (s i) = amplitude (a i) (b i) (r i) :=
      congrFun (Matrix.diagonal_injective h) i
    have e1 := effective_energy (a := a i) (abs_pos.mp (hb i)) (s i)
    have e2 := effective_energy (a := a i) (abs_pos.mp (hb i)) (r i)
    rw [hi] at e1
    have hσ : branchSign (s i) = branchSign (r i) :=
      mul_right_cancel₀ (energy_pos_and_sq (hab i)).1.ne' (e1.symm.trans e2)
    generalize s i = u at hσ ⊢
    generalize r i = v at hσ ⊢
    cases u <;> cases v
    · rfl
    · norm_num [branchSign] at hσ
    · norm_num [branchSign] at hσ
    · rfl
  rw [hset, Set.ncard_image_of_injective _ hf, Set.ncard_univ, Nat.card_eq_fintype_card]
  simp

/-- For all `b_i ≠ 0`, the effective matrix `A + BT` on a given choice of branches is diagonal and
carries the values `energy (a i) (b i)` with the chosen signs. These are the excitation energies if
`|b_i| ≤ a_i` for all modes. -/
theorem effective_matrix {a b : n → ℝ} (hb : ∀ i, b i ≠ 0) (s : n → Bool) :
    Matrix.diagonal a
        + Matrix.diagonal b * Matrix.diagonal (fun i => amplitude (a i) (b i) (s i))
      = Matrix.diagonal fun i => branchSign (s i) * energy (a i) (b i) := by
  simp only [Matrix.diagonal_mul_diagonal, Matrix.diagonal_add, effective_energy (hb _)]

/-- For two identical modes with `b ≠ 0` and `|b| < a`, every point `(x, y)` of the unit circle
gives a symmetric solution of the ring-CCD equation, which is not diagonal if `y ≠ 0`. -/
theorem degenerate_solutions {a b x y : ℝ} (hb : b ≠ 0) (hab : |b| < a)
    (hxy : x ^ 2 + y ^ 2 = 1) :
    let T := !![(-a + energy a b * x) / b, energy a b * y / b;
                energy a b * y / b, (-a - energy a b * x) / b]
    residual !![a, 0; 0, a] !![b, 0; 0, b] T = 0 ∧ (y ≠ 0 → ¬ T.IsDiag) := by
  intro T
  obtain ⟨hw0, hw⟩ := energy_pos_and_sq hab
  have hp : b * ((-a + energy a b * x) / b) = -a + energy a b * x := mul_div_cancel₀ _ hb
  have hq : b * (energy a b * y / b) = energy a b * y := mul_div_cancel₀ _ hb
  have hr : b * ((-a - energy a b * x) / b) = -a - energy a b * x := mul_div_cancel₀ _ hb
  subst T
  generalize (-a + energy a b * x) / b = p at hp ⊢
  generalize energy a b * y / b = q at hq ⊢
  generalize (-a - energy a b * x) / b = r at hr ⊢
  generalize energy a b = w at *
  constructor
  · -- the three independent matrix elements of the residual
    have h1 : b + 2 * a * p + b * p ^ 2 + b * q ^ 2 = 0 := by
      apply mul_left_cancel₀ hb
      linear_combination (2 * a + b * p + (-a + w * x)) * hp + (b * q + w * y) * hq
        + w ^ 2 * hxy + hw
    have h2 : 2 * a * q + b * q * (p + r) = 0 := by
      linear_combination q * hp + q * hr
    have h3 : b + 2 * a * r + b * r ^ 2 + b * q ^ 2 = 0 := by
      apply mul_left_cancel₀ hb
      linear_combination (2 * a + b * r + (-a - w * x)) * hr + (b * q + w * y) * hq
        + w ^ 2 * hxy + hw
    ext i j
    fin_cases i <;> fin_cases j <;>
      simp [residual] <;> linarith
  · intro hy hD
    have h0 : q = 0 := hD (show (0 : Fin 2) ≠ 1 by decide)
    rw [h0, mul_zero] at hq
    exact mul_ne_zero hw0.ne' hy hq.symm

end

end RingCCDDiagonal
```

```lean
#print axioms RingCCDDiagonal.solution_iff
-- 'RingCCDDiagonal.solution_iff' depends on axioms: [propext, Classical.choice, Quot.sound]
#print axioms RingCCDDiagonal.diagonal_and_count
-- 'RingCCDDiagonal.diagonal_and_count' depends on axioms: [propext, Classical.choice, Quot.sound]
#print axioms RingCCDDiagonal.effective_matrix
-- 'RingCCDDiagonal.effective_matrix' depends on axioms: [propext, Classical.choice, Quot.sound]
#print axioms RingCCDDiagonal.degenerate_solutions
-- 'RingCCDDiagonal.degenerate_solutions' depends on axioms: [propext, Classical.choice, Quot.sound]
```

## The modes and matrices behind `diagonal_and_count`

In the code, `n` is the finite type that labels the modes, and the number called n in the text is `Fintype.card n`. The functions `a` and `b` assign real numbers to the modes, and `Matrix.diagonal` turns them into A and B. The amplitude matrix `T` is any real square matrix; it is not assumed to be symmetric.

The hypotheses `hb` and `hab` are 0 < |b_i| and |b_i| < a_i. The hypothesis `hd` says that the map from a mode to a_i² − b_i² is injective, which is the condition of distinct energies. The sign σ_i is `branchSign (s i)`, where the Boolean `s i` is `true` for the plus branch.

The theorem `diagonal_and_count` has two parts: every `T` with zero residual is diagonal, and the set of all such `T` has 2^n elements. The function `ncard` returns 0 for an infinite set, so the value 2^n also shows that the set is finite. The explicit list of solutions is in `solution_iff`, and `effective_matrix` gives A + BT = diag(σ_i w_i).

The step from here to a molecule is the coupling between modes. Matrices A and B built from orbital integrals are in general not diagonal in the same basis, and the hypotheses say nothing about that case. Complex amplitudes are left out as well, and so is the question of which solution a given iteration reaches.

## Commutation first, then the quadratic

The theorem `effective_sq_and_commute` contains the matrix algebra and needs only AB = BA. Its two `linear_combination` steps are the derivation above in compressed form. The first uses B times the residual equation, together with the commutation relation times T. The second combines T times the result for M² with AR, RM and the commutation relation. The option `noncomm_ring` makes Lean check the expansion without exchanging the order of matrix factors.

In `solution_isDiag`, the commutation relation is read at the element (i, j). If `T i j` were nonzero, it could be cancelled, and two of the distinct values would coincide.

The theorem `single_mode_iff` solves the scalar equation. It multiplies by b, as above, and factorises the result as

(bt + a − w)(bt + a + w) = 0.

Each factor yields one branch through `effective_energy`, which states a + bt = ±w. For the converse, the same relation is put back into the quadratic.

The theorem `solution_iff` joins the two parts. It shows that the residual of a diagonal matrix is the diagonal matrix of scalar residuals, and `choose` then collects one Boolean per mode into a function `s`. To count, `diagonal_and_count` writes the solution set as the image of all such functions. The map is injective: equal amplitudes give equal effective energies, and because w_i > 0, equal effective energies give equal signs.

## Two identical modes, and matrices that commute

The conditions 0 < |b_i| < a_i alone do not force T to be diagonal, even if T is required to be symmetric. Take two identical modes with a = 5 and b = 3, so that w = 4. The symmetric matrix with rows

(−5/3, 4/3) and (4/3, −5/3)

solves the equation. Here A and B are multiples of the identity, so the residual is 3 + 10T + 3T². Its diagonal elements are 3 − 50/3 + 41/3 = 0, and its off-diagonal elements are 40/3 − 40/3 = 0.

This matrix belongs to a continuous family. The theorem `degenerate_solutions` gives a symmetric solution for every point (x, y) of the unit circle, and the solution is non-diagonal whenever y ≠ 0. The example above is the point (0, 1). In a code, degenerate modes therefore allow solutions that mix them, with one positive and one negative effective energy.

A neighbouring result concerns real symmetric A and B that commute but need not be diagonal. An orthogonal matrix U then diagonalises both, and UᵀTU solves the diagonal equation exactly when T solves the original one. If the paired eigenvalues a_i and b_i satisfy the conditions above, there are again exactly 2^n real solutions, all of them symmetric and diagonal in the common eigenbasis. This extension and the correlation-energy formula have no theorem in the Lean code.
